# In exact arithmetic, Lanczos vectors are orthonormal and a symmetric operator has real tridiagonal matrix elements between them

To estimate the ground-state energy of a large Hamiltonian, a Lanczos code diagonalises a small matrix filled with the coefficients of its recurrence. It never computes the other matrix elements, and in its simplest form it orthogonalises each new vector only against the last two. The problems below justify this step for exact arithmetic and a run without breakdown. They do not treat rounding errors, which in practice spoil the orthogonality, or the accuracy of the resulting energies.

## The recurrence and its coefficients

Let E be a complex inner-product space, of finite or infinite dimension, and A a linear operator defined on all of E. The inner product ⟨x, y⟩, written `inner ℂ x y` in Lean, is conjugate-linear in x. The Lanczos vectors are a sequence q_j in E, and the off-diagonal coefficients β_j are real numbers.

```lean
import Mathlib

open Module

noncomputable section

namespace LanczosExact

variable {E : Type*} [NormedAddCommGroup E] [InnerProductSpace ℂ E]
variable {A : E →ₗ[ℂ] E} {q : ℕ → E} {β : ℕ → ℝ} {m : ℕ}
```

The diagonal coefficient is the expectation value

α_j = ⟨q_j, A q_j⟩.

It is defined as a complex number, so its reality is something to prove.

```lean
/-- The diagonal Lanczos coefficient `α_j = ⟨q_j, A q_j⟩`, a priori a complex number. -/
def alpha (A : E →ₗ[ℂ] E) (q : ℕ → E) (j : ℕ) : ℂ := inner ℂ (q j) (A (q j))
```

A run of m steps starts from q_0 = 0 and a unit vector q_1. For every j < m it satisfies

β_(j+1) q_(j+2) = A q_(j+1) − α_(j+1) q_(j+1) − β_j q_j,

with β_(j+1) > 0 and ‖q_(j+2)‖ = 1. The value of β_0 is irrelevant, because it multiplies q_0. Positivity of β_(j+1) is the assumption of no breakdown: a zero right-hand side would mean that A maps the span of the vectors found so far into itself, and there would be no new direction to normalise.

```lean
/-- A run of `m` Lanczos steps without breakdown: `q_0 = 0`, `q_1` is a unit vector, and each
step produces a unit vector `q_(j+2)` with a positive coefficient `β_(j+1)`. -/
structure IsLanczosRun (A : E →ₗ[ℂ] E) (q : ℕ → E) (β : ℕ → ℝ) (m : ℕ) : Prop where
  zero : q 0 = 0
  one : ‖q 1‖ = 1
  step : ∀ j < m, (β (j + 1) : ℂ) • q (j + 2) =
    A (q (j + 1)) - alpha A q (j + 1) • q (j + 1) - (β j : ℂ) • q j
  pos : ∀ j < m, 0 < β (j + 1)
  unit : ∀ j < m, ‖q (j + 2)‖ = 1
```

The small matrix T, called `jacobi` in Lean, has m + 1 rows and columns, numbered from 0, so that row i belongs to q_(i+1). Its entries are real by construction: Re α_(i+1) at position (i, i), β_(j+1) at positions (j+1, j) and (j, j+1), and zero elsewhere.

```lean
/-- The real tridiagonal matrix with the real parts of the `α_j` on the diagonal and the `β_j`
next to it; row and column `0` belong to `q_1`. -/
def jacobi (A : E →ₗ[ℂ] E) (q : ℕ → E) (β : ℕ → ℝ) (m : ℕ) :
    Matrix (Fin (m + 1)) (Fin (m + 1)) ℝ :=
  Matrix.of fun i j =>
    if i = j then (alpha A q (i + 1)).re
    else if (i : ℕ) = j + 1 then β (j + 1)
    else if (j : ℕ) = i + 1 then β (i + 1) else 0
```

Symmetry of A, `A.IsSymmetric`, means ⟨A x, y⟩ = ⟨x, A y⟩ for all x and y. It is assumed only in the parts that need it. An unbounded Hamiltonian fits this setting if E is a space of states that it maps into itself; E need not be complete.

## (a) The action of A on a Lanczos vector

For j < m, express A q_(j+1) through Lanczos vectors:

A q_(j+1) = β_(j+1) q_(j+2) + α_(j+1) q_(j+1) + β_j q_j.

**Solution.** Move the two subtracted terms of the recurrence to the other side. In Lean, `rw` inserts the recurrence and `abel` cancels the terms. The formula stops at A q_m, since no step has been taken from q_(m+1).

```lean
/-- The operator maps each of `q_1, …, q_m` to a combination of that vector and its two neighbours.
-/
theorem three_term (h : IsLanczosRun A q β m) (j : ℕ) (hj : j < m) :
    A (q (j + 1)) = (β (j + 1) : ℂ) • q (j + 2) + alpha A q (j + 1) • q (j + 1)
      + (β j : ℂ) • q j := by
  rw [h.step j hj]
  abel
```

## (b) Lengths

Show that for every j ≤ m

‖q_(j+1)‖ = 1.

**Solution.** For j = 0 this is the condition on the starting vector. For j ≥ 1 the vector was produced by one of the m steps, which normalises it. The Lean proof makes the same two cases.

```lean
/-- All Lanczos vectors `q_1, …, q_(m+1)` have unit length. -/
theorem norm_eq_one (h : IsLanczosRun A q β m) (j : ℕ) (hj : j ≤ m) : ‖q (j + 1)‖ = 1 := by
  rcases j with _ | j
  · exact h.one
  · exact h.unit j (by omega)
```

## (c) The inner product of a Lanczos vector with itself

Deduce, for j ≤ m, the complex equation

⟨q_(j+1), q_(j+1)⟩ = 1.

**Solution.** The left side is ‖q_(j+1)‖², which equals 1 by (b).

```lean
lemma inner_self_one (h : IsLanczosRun A q β m) (j : ℕ) (hj : j ≤ m) :
    inner ℂ (q (j + 1)) (q (j + 1)) = 1 := by
  rw [inner_self_eq_norm_sq_to_K, norm_eq_one h j hj]
  simp
```

## (d) Orthogonality to all earlier vectors

Let A be symmetric. Show that for n ≤ m and every i ≤ n

⟨q_i, q_(n+1)⟩ = 0.

**Solution.** Use strong induction on n. The case i = 0 is immediate from q_0 = 0, and for n = 0 there is no other case. For the remaining cases, write k + 1 for i and n + 1 for the old n. We then have k ≤ n < m and must show ⟨q_(k+1), q_(n+2)⟩ = 0, knowing that ⟨q_i, q_(p+1)⟩ = 0 whenever i ≤ p ≤ n.

Take the inner product of the recurrence with q_(k+1):

β_(n+1) ⟨q_(k+1), q_(n+2)⟩ = ⟨q_(k+1), A q_(n+1)⟩ − α_(n+1) ⟨q_(k+1), q_(n+1)⟩ − β_n ⟨q_(k+1), q_n⟩.

Since β_(n+1) > 0, it is enough that the right side vanishes.

If k = n, the right side is α_(n+1) − α_(n+1) · 1 − β_n · 0 = 0.

If k < n, the α_(n+1) term vanishes by the induction hypothesis. In the first term, symmetry moves A onto the earlier vector, where (a) applies:

⟨A q_(k+1), q_(n+1)⟩ = β_(k+1) ⟨q_(k+2), q_(n+1)⟩ + conj(α_(k+1)) ⟨q_(k+1), q_(n+1)⟩ + β_k ⟨q_k, q_(n+1)⟩.

The last two terms vanish, again by the induction hypothesis. What remains of the right side is

β_(k+1) ⟨q_(k+2), q_(n+1)⟩ − β_n ⟨q_(k+1), q_n⟩.

For n = k + 1 both inner products are 1 and both coefficients are β_n, so the difference is zero. For n > k + 1 both inner products vanish by the induction hypothesis. Thus the subtraction of β_n q_n removes the one coupling that symmetry leaves.

In Lean, `key` is the projected recurrence, `P` is the induction hypothesis for q_(n+1), and `e` says that the two remaining terms are equal. The final `linear_combination e` puts them together.

```lean
/-- For a symmetric operator, each new Lanczos vector is orthogonal to all earlier ones, although
the recurrence subtracts only the components along the last two. -/
theorem orthogonal_previous (hA : A.IsSymmetric) (h : IsLanczosRun A q β m) (n : ℕ) :
    n ≤ m → ∀ i ≤ n, inner ℂ (q i) (q (n + 1)) = 0 := by
  induction n using Nat.strong_induction_on with
  | _ n ih =>
  intro hn i hi
  rcases i with _ | k
  · rw [h.zero, inner_zero_left]
  rcases n with _ | n
  · omega
  have P := ih n (by omega) (by omega)
  have hβ : (β (n + 1) : ℂ) ≠ 0 := by exact_mod_cast (h.pos n (by omega)).ne'
  -- project the recurrence onto the earlier vector
  have key : (β (n + 1) : ℂ) * inner ℂ (q (k + 1)) (q (n + 2)) =
      inner ℂ (q (k + 1)) (A (q (n + 1)))
        - alpha A q (n + 1) * inner ℂ (q (k + 1)) (q (n + 1))
        - (β n : ℂ) * inner ℂ (q (k + 1)) (q n) := by
    rw [← inner_smul_right, h.step n (by omega), inner_sub_right, inner_sub_right,
      inner_smul_right, inner_smul_right]
  refine (mul_eq_zero.1 (key.trans ?_)).resolve_left hβ
  by_cases hk : k = n
  · rw [hk, inner_self_one h n (by omega), inner_eq_zero_symm.1 (P n le_rfl)]
    simp [alpha]
  -- the only surviving coupling is cancelled by the subtracted `β` term
  have e : (β (k + 1) : ℂ) * inner ℂ (q (k + 2)) (q (n + 1)) =
      (β n : ℂ) * inner ℂ (q (k + 1)) (q n) := by
    by_cases hk' : n = k + 1
    · subst hk'
      exact congrArg (fun z => (β (k + 1) : ℂ) * z)
        ((inner_self_one h (k + 1) (by omega)).trans (inner_self_one h k (by omega)).symm)
    · obtain ⟨p, rfl⟩ : ∃ p, n = p + 1 := ⟨n - 1, by omega⟩
      rw [P (k + 2) (by omega), ih p (by omega) (by omega) (k + 1) (by omega)]
      simp
  rw [← hA (q (k + 1)) (q (n + 1)), three_term h k (by omega)]
  simp only [inner_add_left, inner_smul_left, Complex.conj_ofReal,
    P (k + 1) (by omega), P k (by omega)]
  linear_combination e
```

## (e) Reality of the diagonal coefficients

Show that for symmetric A

Im α_j = 0.

**Solution.** Conjugation exchanges the arguments of the inner product, and symmetry brings A back:

conj(α_j) = ⟨A q_j, q_j⟩ = ⟨q_j, A q_j⟩ = α_j.

The recurrence plays no part, so the Lean statement holds for any sequence q.

```lean
/-- The diagonal coefficients of a symmetric operator are real. -/
theorem alpha_im (hA : A.IsSymmetric) (q : ℕ → E) (j : ℕ) : (alpha A q j).im = 0 := by
  apply Complex.conj_eq_iff_im.1
  rw [alpha, inner_conj_symm]
  exact hA _ _
```

## (f) Matrix elements below the diagonal

Let A be symmetric and j < i ≤ m. Show that

⟨q_(i+1), A q_(j+1)⟩ = β_(j+1) if i = j + 1, and 0 otherwise.

**Solution.** By (a), the matrix element is

β_(j+1) ⟨q_(i+1), q_(j+2)⟩ + α_(j+1) ⟨q_(i+1), q_(j+1)⟩ + β_j ⟨q_(i+1), q_j⟩.

The last two terms vanish by (d). In the first, the inner product is 1 by (c) if i = j + 1. Otherwise j + 2 ≤ i, and it is zero by (d). The Lean proof expands with `three_term` and splits on i = j + 1.

```lean
lemma entry_below (hA : A.IsSymmetric) (h : IsLanczosRun A q β m) (i j : ℕ)
    (hi : i ≤ m) (hj : j < i) :
    inner ℂ (q (i + 1)) (A (q (j + 1))) = if i = j + 1 then (β (j + 1) : ℂ) else 0 := by
  have P := orthogonal_previous hA h i hi
  rw [three_term h j (by omega), inner_add_right, inner_add_right, inner_smul_right,
    inner_smul_right, inner_smul_right, inner_eq_zero_symm.1 (P (j + 1) (by omega)),
    inner_eq_zero_symm.1 (P j (by omega))]
  by_cases e : i = j + 1
  · subst e
    have h1 : inner ℂ (q (j + 1 + 1)) (q (j + 2)) = 1 := inner_self_one h (j + 1) hi
    rw [if_pos rfl, h1]
    ring
  · rw [if_neg e, inner_eq_zero_symm.1 (P (j + 2) (by omega))]
    ring
```

## (g) The tridiagonal matrix

Let A be symmetric. Show that q_1, …, q_(m+1) are orthonormal, that every α_j is real, that T is symmetric, and that for all i and j from 0 to m

⟨q_(i+1), A q_(j+1)⟩ = T_ij.

**Solution.** Orthonormality combines (b) and (d); for two different vectors, (d) is applied to the later one. Reality is (e). Exchanging i and j in the definition of T exchanges the two positions of each β and changes nothing else, so T is symmetric.

The matrix elements fall into three cases:

- For i > j, the claim is (f).
- For i = j, the matrix element is α_(i+1), which equals its real part by (e).
- For i < j, symmetry of A gives ⟨q_(i+1), A q_(j+1)⟩ = conj(⟨q_(j+1), A q_(i+1)⟩). The element on the right lies below the diagonal, so it is real and given by (f).

Lean makes the same division with `lt_trichotomy`. The theorem identifies the matrix elements of A between the Lanczos vectors. It does not say that A maps their span into itself, and A q_(m+1) may well have a component outside it. With m = 0 the matrix is the single number α_1, the energy expectation value of the starting state if A is a Hamiltonian.

```lean
/-- Lanczos in exact arithmetic, for a symmetric operator: the vectors `q_1, …, q_(m+1)` are
orthonormal, the `α_j` are real, and the matrix elements of the operator between these vectors are
the entries of the real symmetric tridiagonal matrix `jacobi`. -/
theorem lanczos_tridiagonalizes (hA : A.IsSymmetric) (h : IsLanczosRun A q β m) :
    Orthonormal ℂ (fun j : Fin (m + 1) => q (j + 1)) ∧
    (∀ j, (alpha A q j).im = 0) ∧
    (jacobi A q β m).IsSymm ∧
    ∀ i j : Fin (m + 1),
      inner ℂ (q (i + 1)) (A (q (j + 1))) = (jacobi A q β m i j : ℂ) := by
  have le (i : Fin (m + 1)) : (i : ℕ) ≤ m := Nat.le_of_lt_succ i.isLt
  refine ⟨⟨fun j => norm_eq_one h j (le j), fun i j hij => ?_⟩, alpha_im hA q,
    Matrix.IsSymm.ext fun i j => ?_, fun i j => ?_⟩
  · rcases lt_or_gt_of_ne (Fin.val_ne_of_ne hij) with hl | hl
    · exact orthogonal_previous hA h j (le j) (i + 1) hl
    · exact inner_eq_zero_symm.1 (orthogonal_previous hA h i (le i) (j + 1) hl)
  · by_cases e : i = j
    · rw [e]
    · simp only [jacobi, Matrix.of_apply, if_neg e, if_neg (Ne.symm e)]
      split_ifs <;> first | rfl | omega
  · rcases lt_trichotomy (i : ℕ) j with hl | he | hl
    · -- above the diagonal: conjugate the entry below it
      have hne : i ≠ j := fun e => by rw [e] at hl; omega
      have h2 : ¬ (i : ℕ) = j + 1 := by omega
      rw [← hA, ← inner_conj_symm, entry_below hA h j i (le j) hl]
      simp only [jacobi, Matrix.of_apply, if_neg hne, if_neg h2]
      split_ifs <;> simp
    · obtain rfl := Fin.ext he
      simp only [jacobi, Matrix.of_apply, if_true]
      exact Complex.ext (Complex.ofReal_re _).symm
        ((alpha_im hA q (i + 1)).trans (Complex.ofReal_im _).symm)
    · have hne : i ≠ j := fun e => by rw [e] at hl; omega
      have h2 : ¬ (j : ℕ) = i + 1 := by omega
      rw [entry_below hA h i j (le i) hl]
      simp only [jacobi, Matrix.of_apply, if_neg hne, if_neg h2]
      split_ifs <;> simp
```

## (h) The largest possible number of steps

Let E have finite dimension and A be symmetric. Show that a run of m steps satisfies

m < dim E.

**Solution.** The m + 1 vectors of (g) are orthonormal, hence linearly independent, so m + 1 ≤ dim E. In Lean, `finrank ℂ E` is the dimension and `omega` does the last piece of arithmetic.

```lean
/-- For a symmetric operator in finite dimension, the number of Lanczos steps without breakdown is
less than the dimension of the space. -/
theorem steps_lt_dimension [FiniteDimensional ℂ E] (hA : A.IsSymmetric)
    (h : IsLanczosRun A q β m) : m < finrank ℂ E := by
  have := (lanczos_tridiagonalizes hA h).1.linearIndependent.fintype_card_le_finrank
  rw [Fintype.card_fin] at this
  omega
```

## (i) One particle on three sites

A single particle hops with unit amplitude between neighbouring sites of an open chain of three sites. On its amplitudes, numbered from 0 as in Lean, the hopping operator H acts as

H (x_0, x_1, x_2) = (x_1, x_0 + x_2, x_1).

```lean
/-- Nearest-neighbour hopping with unit amplitude on an open chain of three sites. -/
def chainHop : EuclideanSpace ℂ (Fin 3) →ₗ[ℂ] EuclideanSpace ℂ (Fin 3) where
  toFun x := WithLp.toLp 2 ![x 1, x 0 + x 2, x 1]
  map_add' x y := by
    ext i
    fin_cases i <;> simp
    ring
  map_smul' c x := by
    ext i
    fin_cases i <;> simp
    ring
```

Let s_j be the state localised on site j, with sites counted from one, and s_0 = 0.

```lean
/-- The state localised on site `j` of the chain, sites being counted from one; it is the zero
vector when there is no such site. -/
def chainSite (j : ℕ) : EuclideanSpace ℂ (Fin 3) :=
  WithLp.toLp 2 fun i => if (i : ℕ) + 1 = j then 1 else 0
```

Show that H is symmetric and that the site states form a run of two steps, with

q_j = s_j, β_1 = β_2 = 1.

**Solution.** Written out, both ⟨H x, y⟩ and ⟨x, H y⟩ equal

conj(x_0) y_1 + conj(x_1) (y_0 + y_2) + conj(x_2) y_1,

so H is symmetric. Start from s_1, which has unit length. Since H s_1 = s_2, we have α_1 = 0, and the first step gives

β_1 q_2 = s_2.

Next, H s_2 = s_1 + s_3, so α_2 = 0, and the second step gives

β_2 q_3 = s_1 + s_3 − s_1 = s_3.

Both results are unit vectors, so β_1 = β_2 = 1. By (h), two steps are the most that three dimensions allow; indeed H s_3 − s_2 = 0, and the recurrence breaks down there.

The Lean proof checks the conditions of `IsLanczosRun` one by one. `interval_cases` runs through the two steps and `fin_cases` through the three components.

```lean
/-- The hopping operator of the three-site chain is symmetric, and the site states form a
Lanczos run of two steps with all `β_j = 1`. -/
theorem lanczos_witness :
    chainHop.IsSymmetric ∧ IsLanczosRun chainHop chainSite (fun _ => 1) 2 := by
  refine ⟨fun x y => ?_, ?_, ?_, ?_, fun _ _ => one_pos, ?_⟩
  · simp [chainHop, PiLp.inner_apply, Fin.sum_univ_three]
    ring
  · ext i
    simp [chainSite]
  · simp [chainSite, EuclideanSpace.norm_eq, Fin.sum_univ_three]
  · intro j hj
    interval_cases j <;> ext i <;> fin_cases i <;>
      simp [chainHop, chainSite, alpha, PiLp.inner_apply, Fin.sum_univ_three]
  · intro j hj
    interval_cases j <;> simp [chainSite, EuclideanSpace.norm_eq, Fin.sum_univ_three]

end LanczosExact
```

```lean
#print axioms LanczosExact.lanczos_tridiagonalizes
-- 'LanczosExact.lanczos_tridiagonalizes' depends on axioms: [propext, Classical.choice, Quot.sound]
#print axioms LanczosExact.steps_lt_dimension
-- 'LanczosExact.steps_lt_dimension' depends on axioms: [propext, Classical.choice, Quot.sound]
```
